# A C¹ curl-free coupling of two states on the plane is removed by a position-dependent rotation

When nuclei move, two real adiabatic electronic states mix through their derivative coupling, and one asks for rotated states in which this coupling vanishes; here the coupling is modelled by two given C¹ functions \(a,b\) on the whole plane of nuclear coordinates \((x,y)\), not computed from a Hamiltonian. The assumption on them is the curl condition \(\partial a/\partial y=\partial b/\partial x\). It then follows that a strictly diabatic rotation \(R(x,y)\) exists everywhere, and that its value at one point fixes it.

```lean
import Mathlib

open Matrix Topology

namespace StrictlyDiabatic

noncomputable section
```

## Coupling, rotation and the equations for R

Put the states, numbered 0 and 1, in the columns of \(\Phi\). Their couplings are \(\Phi^T\partial_x\Phi=aJ\) and \(\Phi^T\partial_y\Phi=bJ\), with

\[
J=\begin{pmatrix}0&-1\\1&0\end{pmatrix}.
\]

Thus \(a=\langle\phi_1|\partial_x\phi_0\rangle\), which has the opposite sign to \(\langle\phi_0|\partial_x\phi_1\rangle\), also a common choice.

```lean
/-- The generator of rotations in the space of two electronic states. -/
def J : Matrix (Fin 2) (Fin 2) ℝ := !![0, -1; 1, 0]
```

A rotation by the angle \(\varphi\) is

\[
\begin{pmatrix}\cos\varphi&-\sin\varphi\\ \sin\varphi&\cos\varphi\end{pmatrix}.
\]

```lean
/-- The rotation of two electronic states by the angle `φ`. -/
def rotation (φ : ℝ) : Matrix (Fin 2) (Fin 2) ℝ :=
  !![Real.cos φ, -Real.sin φ; Real.sin φ, Real.cos φ]
```

In general, a rotation is a real matrix with \(M^TM=1\) and \(\det M=1\), so it preserves orthonormality and orientation.

```lean
/-- A real 2 by 2 matrix is a rotation if it is orthogonal with determinant one. -/
def IsRotation (M : Matrix (Fin 2) (Fin 2) ℝ) : Prop := Mᵀ * M = 1 ∧ M.det = 1
```

The new states are the columns of \(\Phi R\). The equations required of \(R\) are

\[
\partial_xR=-aJR,\qquad \partial_yR=-bJR .
\]

`IsDiabatic a b R` says that these hold at every point, that every \(R(x,y)\) is a rotation, and that its entries are C² functions.

```lean
/-- A C² family of rotations `R` with `∂R/∂x = -a J R` and `∂R/∂y = -b J R`,
all derivatives being taken entry by entry. -/
structure IsDiabatic (a b : ℝ × ℝ → ℝ) (R : ℝ × ℝ → Matrix (Fin 2) (Fin 2) ℝ) : Prop where
  smooth : ∀ i j, ContDiff ℝ 2 fun p => R p i j
  rot : ∀ p, IsRotation (R p)
  dx : ∀ x y i j, HasDerivAt (fun t => R (t, y) i j) (((-a (x, y)) • (J * R (x, y))) i j) x
  dy : ∀ x y i j, HasDerivAt (fun t => R (x, t) i j) (((-b (x, y)) • (J * R (x, y))) i j) y
```

## The mixing angle does not depend on the path

Define the angle by integrating from the origin, first along \(x\), then along \(y\):

\[
\theta(x,y)=\int_0^x a(t,0)\,dt+\int_0^y b(x,s)\,ds .
\]

```lean
/-- The mixing angle: the line integral of the coupling `(a, b)` from the origin,
first along `x` and then along `y`. -/
def mixingAngle (a b : ℝ × ℝ → ℝ) (p : ℝ × ℝ) : ℝ :=
  (∫ t in (0 : ℝ)..p.1, a (t, 0)) + ∫ s in (0 : ℝ)..p.2, b (p.1, s)
```

Integrating the curl condition over a rectangle gives

\[
0=\iint(\partial_xb-\partial_ya)\,dx\,dy
=\int_{y_0}^{y_1}[b(x_1,y)-b(x_0,y)]\,dy-\int_{x_0}^{x_1}[a(x,y_1)-a(x,y_0)]\,dx .
\]

Rearranged, this equates the line integrals along the two edge paths between opposite corners. In Lean it is the divergence theorem for the field \((b,-a)\). In `hcurl`, the directions `(0, 1)` and `(1, 0)` select \(\partial_y\) and \(\partial_x\).

```lean
/-- For a C¹ curl-free coupling, the line integrals along the two edge paths
joining opposite corners of a rectangle agree. -/
theorem edge_paths_agree {a b : ℝ × ℝ → ℝ} (ha : ContDiff ℝ 1 a) (hb : ContDiff ℝ 1 b)
    (hcurl : ∀ p, fderiv ℝ a p (0, 1) = fderiv ℝ b p (1, 0)) (x₀ x₁ y₀ y₁ : ℝ) :
    (∫ x in x₀..x₁, a (x, y₀)) + ∫ y in y₀..y₁, b (x₁, y) =
      (∫ y in y₀..y₁, b (x₀, y)) + ∫ x in x₀..x₁, a (x, y₁) := by
  have hz : ∀ p, fderiv ℝ b p (1, 0) + (-fderiv ℝ a p) (0, 1) = 0 := by
    intro p
    simp [hcurl p]
  -- the divergence theorem for the field (b, -a)
  have h := MeasureTheory.integral2_divergence_prod_of_hasFDerivAt_off_countable
    b (fun p => -a p) (fderiv ℝ b) (fun p => -fderiv ℝ a p) x₀ y₀ x₁ y₁ ∅
    Set.countable_empty hb.continuous.continuousOn ha.continuous.neg.continuousOn
    (fun p _ => (hb.differentiable (by norm_num) p).hasFDerivAt)
    (fun p _ => (ha.differentiable (by norm_num) p).hasFDerivAt.neg)
    (by simp only [hz]; exact MeasureTheory.integrableOn_zero)
  simp only [hz, intervalIntegral.integral_zero, intervalIntegral.integral_neg] at h
  linarith
```

Apply this to the rectangle between \(x\) and \(x+h_1\), and between \(0\) and \(y\). The integrals that start on the axes cancel, leaving

\[
\theta(x+h_1,y+h_2)-\theta(x,y)=\int_x^{x+h_1}a(t,y)\,dt+\int_y^{y+h_2}b(x+h_1,s)\,ds .
\]

Near \((x,y)\), continuity keeps \(a\) and \(b\) within \(\varepsilon/2\) of their values there. The increment therefore differs from \(a\,h_1+b\,h_2\) by at most \(\varepsilon(|h_1|+|h_2|)/2\le\varepsilon\max(|h_1|,|h_2|)\), so \(d\theta=a\,dx+b\,dy\). The bounds `A` and `B` are the two error estimates, and `e` is the increment formula.

```lean
/-- For a C¹ curl-free coupling, the mixing angle has the differential `a dx + b dy`. -/
theorem hasFDerivAt_mixingAngle {a b : ℝ × ℝ → ℝ} (ha : ContDiff ℝ 1 a) (hb : ContDiff ℝ 1 b)
    (hcurl : ∀ p, fderiv ℝ a p (0, 1) = fderiv ℝ b p (1, 0)) (p : ℝ × ℝ) :
    HasFDerivAt (mixingAngle a b)
      (a p • ContinuousLinearMap.fst ℝ ℝ ℝ + b p • ContinuousLinearMap.snd ℝ ℝ ℝ) p := by
  have hac := ha.continuous
  have hbc := hb.continuous
  have ia : ∀ c u v, IntervalIntegrable (fun t => a (t, c)) MeasureTheory.volume u v :=
    fun c u v => Continuous.intervalIntegrable (by fun_prop) u v
  have ib : ∀ c u v, IntervalIntegrable (fun t => b (c, t)) MeasureTheory.volume u v :=
    fun c u v => Continuous.intervalIntegrable (by fun_prop) u v
  have seg : ∀ u k t : ℝ, t ∈ Set.uIoc u (u + k) → |t - u| ≤ |k| := by
    intro u k t ht
    rw [Set.mem_uIoc] at ht
    rcases ht with ⟨h1, h2⟩ | ⟨h1, h2⟩
    · rw [abs_of_nonneg (by linarith)]
      exact le_trans (by linarith) (le_abs_self k)
    · rw [abs_of_nonpos (by linarith)]
      exact le_trans (by linarith) (neg_le_abs k)
  rw [hasFDerivAt_iff_isLittleO_nhds_zero, Asymptotics.isLittleO_iff]
  intro ε hε
  obtain ⟨δ₁, hδ₁, hA⟩ := Metric.continuousAt_iff.1 (hac.continuousAt (x := p)) (ε / 2) (by linarith)
  obtain ⟨δ₂, hδ₂, hB⟩ := Metric.continuousAt_iff.1 (hbc.continuousAt (x := p)) (ε / 2) (by linarith)
  filter_upwards [Metric.ball_mem_nhds (0 : ℝ × ℝ) (lt_min hδ₁ hδ₂)] with h hh
  rw [mem_ball_zero_iff, lt_min_iff] at hh
  have h1 : |h.1| ≤ ‖h‖ := norm_fst_le h
  have h2 : |h.2| ≤ ‖h‖ := norm_snd_le h
  have hd : ∀ u v : ℝ, |u - p.1| ≤ ‖h‖ → |v - p.2| ≤ ‖h‖ → dist (u, v) p ≤ ‖h‖ := by
    intro u v hu hv
    rw [Prod.dist_eq]
    exact max_le hu hv
  -- on both edges the coupling stays close to its value at p
  have A : ‖∫ t in p.1..(p.1 + h.1), (a (t, p.2) - a p)‖ ≤ ε / 2 * |p.1 + h.1 - p.1| :=
    intervalIntegral.norm_integral_le_of_norm_le_const fun t ht =>
      (hA ((hd t p.2 ((seg _ _ _ ht).trans h1) (by simp)).trans_lt hh.1)).le
  have B : ‖∫ s in p.2..(p.2 + h.2), (b (p.1 + h.1, s) - b p)‖ ≤ ε / 2 * |p.2 + h.2 - p.2| :=
    intervalIntegral.norm_integral_le_of_norm_le_const fun s hs =>
      (hB ((hd (p.1 + h.1) s (by simpa using h1) ((seg _ _ _ hs).trans h2)).trans_lt hh.2)).le
  rw [intervalIntegral.integral_sub (ia _ _ _) intervalIntegrable_const,
    intervalIntegral.integral_const, smul_eq_mul, add_sub_cancel_left] at A
  rw [intervalIntegral.integral_sub (ib _ _ _) intervalIntegrable_const,
    intervalIntegral.integral_const, smul_eq_mul, add_sub_cancel_left] at B
  -- path independence gives the increment of the angle
  have e : mixingAngle a b (p + h) - mixingAngle a b p =
      (∫ t in p.1..(p.1 + h.1), a (t, p.2)) + ∫ s in p.2..(p.2 + h.2), b (p.1 + h.1, s) := by
    have r := edge_paths_agree ha hb hcurl p.1 (p.1 + h.1) 0 p.2
    have s1 := intervalIntegral.integral_add_adjacent_intervals
      (ia 0 0 p.1) (ia 0 p.1 (p.1 + h.1))
    have s2 := intervalIntegral.integral_add_adjacent_intervals
      (ib (p.1 + h.1) 0 p.2) (ib (p.1 + h.1) p.2 (p.2 + h.2))
    simp only [mixingAngle, Prod.fst_add, Prod.snd_add]
    linarith
  have hL : (a p • ContinuousLinearMap.fst ℝ ℝ ℝ + b p • ContinuousLinearMap.snd ℝ ℝ ℝ) h =
      h.1 * a p + h.2 * b p := by
    simp [mul_comm]
  rw [e, hL, add_sub_add_comm]
  refine (norm_add_le _ _).trans ?_
  have k1 := mul_le_mul_of_nonneg_left h1 (by linarith : 0 ≤ ε / 2)
  have k2 := mul_le_mul_of_nonneg_left h2 (by linarith : 0 ≤ ε / 2)
  linarith
```

The derivative of \(\theta\) has the C¹ components \(a\) and \(b\), so \(\theta\) is C².

```lean
/-- For a C¹ curl-free coupling, the mixing angle is a C² function on the plane. -/
theorem contDiff_mixingAngle {a b : ℝ × ℝ → ℝ} (ha : ContDiff ℝ 1 a) (hb : ContDiff ℝ 1 b)
    (hcurl : ∀ p, fderiv ℝ a p (0, 1) = fderiv ℝ b p (1, 0)) :
    ContDiff ℝ 2 (mixingAngle a b) := by
  have H := hasFDerivAt_mixingAngle ha hb hcurl
  rw [show (2 : WithTop ℕ∞) = 1 + 1 from one_add_one_eq_two.symm, contDiff_succ_iff_fderiv]
  refine ⟨fun p => (H p).differentiableAt, by simp, ?_⟩
  rw [funext fun p => (H p).fderiv]
  exact (ha.smul contDiff_const).add (hb.smul contDiff_const)
```

## A solution on the whole plane

Multiplication by \(J\) acts on the rows of a matrix:

\[
(JM)_{0j}=-M_{1j},\qquad (JM)_{1j}=M_{0j}.
\]

```lean
/-- The generator `J` exchanges the two rows of a matrix, with a sign on the new first row. -/
theorem J_mul_apply (M : Matrix (Fin 2) (Fin 2) ℝ) (j : Fin 2) :
    (J * M) 0 j = -M 1 j ∧ (J * M) 1 j = M 0 j := by
  constructor <;> simp [J, Matrix.mul_apply, Fin.sum_univ_two]
```

Differentiating the sines and cosines therefore gives \(\frac{d}{dt}\,\mathrm{rotation}(\varphi)=\varphi'J\,\mathrm{rotation}(\varphi)\). For a constant angle \(c\) and a fixed rotation \(R_0\), set

\[
R=\mathrm{rotation}(c-\theta)\,R_0 .
\]

Since \(\partial_x(c-\theta)=-a\) and \(\partial_y(c-\theta)=-b\), both equations hold. A product of rotations is a rotation, and \(R\) inherits C² smoothness from \(\theta\). The local statement `D` is the derivative rule, used once for each coordinate.

```lean
/-- For a C¹ curl-free coupling, rotating a fixed rotation `R₀` by a constant minus the mixing
angle solves the diabatic equations on the whole plane. -/
theorem isDiabatic_rotation {a b : ℝ × ℝ → ℝ} (ha : ContDiff ℝ 1 a) (hb : ContDiff ℝ 1 b)
    (hcurl : ∀ p, fderiv ℝ a p (0, 1) = fderiv ℝ b p (1, 0)) (c : ℝ)
    {R₀ : Matrix (Fin 2) (Fin 2) ℝ} (h₀ : IsRotation R₀) :
    IsDiabatic a b fun p => rotation (c - mixingAngle a b p) * R₀ := by
  have H := hasFDerivAt_mixingAngle ha hb hcurl
  have hφ : ContDiff ℝ 2 fun p => c - mixingAngle a b p :=
    contDiff_const.sub (contDiff_mixingAngle ha hb hcurl)
  have r0 : ∀ φ j, (rotation φ * R₀) 0 j = Real.cos φ * R₀ 0 j - Real.sin φ * R₀ 1 j := by
    intro φ j
    simp [rotation, Matrix.mul_apply, Fin.sum_univ_two, sub_eq_add_neg]
  have r1 : ∀ φ j, (rotation φ * R₀) 1 j = Real.sin φ * R₀ 0 j + Real.cos φ * R₀ 1 j := by
    intro φ j
    simp [rotation, Matrix.mul_apply, Fin.sum_univ_two]
  -- a rotation by a varying angle turns with the generator J
  have D : ∀ (φ : ℝ → ℝ) (φ' t : ℝ), HasDerivAt φ φ' t → ∀ i j,
      HasDerivAt (fun s => (rotation (φ s) * R₀) i j)
        ((φ' • (J * (rotation (φ t) * R₀))) i j) t := by
    intro φ φ' t h
    refine Fin.forall_fin_two.2 ⟨fun j => ?_, fun j => ?_⟩
    · simp only [Matrix.smul_apply, (J_mul_apply _ _).1, r0, r1, smul_eq_mul]
      exact ((h.cos.mul_const _).fun_sub (h.sin.mul_const _)).congr_deriv (by ring)
    · simp only [Matrix.smul_apply, (J_mul_apply _ _).2, r0, r1, smul_eq_mul]
      exact ((h.sin.mul_const _).fun_add (h.cos.mul_const _)).congr_deriv (by ring)
  refine ⟨?_, fun p => ⟨?_, ?_⟩, fun x y => ?_, fun x y => ?_⟩
  · refine Fin.forall_fin_two.2 ⟨fun j => ?_, fun j => ?_⟩
    · simp only [r0]
      exact (hφ.cos.mul contDiff_const).sub (hφ.sin.mul contDiff_const)
    · simp only [r1]
      exact (hφ.sin.mul contDiff_const).add (hφ.cos.mul contDiff_const)
  · have ho : ∀ φ, (rotation φ)ᵀ * rotation φ = 1 := by
      intro φ
      ext i j
      fin_cases i <;> fin_cases j <;>
        simp [rotation, Matrix.mul_apply, Fin.sum_univ_two] <;>
        nlinarith [Real.sin_sq_add_cos_sq φ]
    rw [Matrix.transpose_mul, Matrix.mul_assoc, ← Matrix.mul_assoc (rotation _)ᵀ, ho,
      Matrix.one_mul, h₀.1]
  · rw [Matrix.det_mul, h₀.2, mul_one, rotation, Matrix.det_fin_two_of]
    linear_combination Real.sin_sq_add_cos_sq (c - mixingAngle a b p)
  · have hl : HasDerivAt (fun t : ℝ => (t, y)) ((1 : ℝ), (0 : ℝ)) x :=
      (hasDerivAt_id x).prodMk (hasDerivAt_const x y)
    have hx : HasDerivAt (fun t => mixingAngle a b (t, y)) (a (x, y)) x := by
      have h := (H (x, y)).comp_hasDerivAt x hl
      exact h.congr_deriv (by simp)
    exact D _ _ _ (hx.const_sub c)
  · have hl : HasDerivAt (fun t : ℝ => (x, t)) ((0 : ℝ), (1 : ℝ)) y :=
      (hasDerivAt_const y x).prodMk (hasDerivAt_id y)
    have hy : HasDerivAt (fun t => mixingAngle a b (x, t)) (b (x, y)) y := by
      have h := (H (x, y)).comp_hasDerivAt y hl
      exact h.congr_deriv (by simp)
    exact D _ _ _ (hy.const_sub c)
```

## The value at one point fixes the solution

Let \(S\) and \(R\) solve the equation along a line, where \(c(t)\) now denotes the coupling. Because \(J^T=-J\),

\[
(S^TR)'=-c\,S^T(J^T+J)R=0,
\]

so the overlap \(S^TR\) is constant.

```lean
/-- Along a line, two matrix solutions of `R' = -c J R` have a constant overlap `Sᵀ R`. -/
theorem overlap_const {c : ℝ → ℝ} {S R : ℝ → Matrix (Fin 2) (Fin 2) ℝ}
    (hS : ∀ t i j, HasDerivAt (fun s => S s i j) (((-c t) • (J * S t)) i j) t)
    (hR : ∀ t i j, HasDerivAt (fun s => R s i j) (((-c t) • (J * R t)) i j) t) (s t : ℝ) :
    (S s)ᵀ * R s = (S t)ᵀ * R t := by
  ext i j
  have h : ∀ u, HasDerivAt (fun v => ((S v)ᵀ * R v) i j) 0 u := by
    intro u
    have h0 := ((hS u 0 i).fun_mul (hR u 0 j)).fun_add ((hS u 1 i).fun_mul (hR u 1 j))
    simp only [Matrix.mul_apply, Matrix.transpose_apply, Fin.sum_univ_two]
    refine h0.congr_deriv ?_
    simp only [Matrix.smul_apply, (J_mul_apply _ _).1, (J_mul_apply _ _).2, smul_eq_mul]
    ring
  exact is_const_of_deriv_eq_zero (fun u => (h u).differentiableAt) (fun u => (h u).deriv) s t
```

Moving along \(x\) and then along \(y\) connects any point \(p\) to \(p_0\). Hence \(R(p)^TS(p)=R(p_0)^TS(p_0)\), and multiplying by \(R(p)\) gives

\[
S(p)=R(p)\,R(p_0)^TS(p_0).
\]

```lean
/-- Two diabatic transformations for the same coupling differ by a constant right factor,
their overlap at any chosen point `p₀`. -/
theorem IsDiabatic.eq_mul_const {a b : ℝ × ℝ → ℝ} {R S : ℝ × ℝ → Matrix (Fin 2) (Fin 2) ℝ}
    (hR : IsDiabatic a b R) (hS : IsDiabatic a b S) (p₀ p : ℝ × ℝ) :
    S p = R p * ((R p₀)ᵀ * S p₀) := by
  -- move first along x, then along y
  have h1 : (R p)ᵀ * S p = (R (p₀.1, p.2))ᵀ * S (p₀.1, p.2) :=
    overlap_const (c := fun t => a (t, p.2)) (S := fun t => R (t, p.2))
      (R := fun t => S (t, p.2)) (fun t => hR.dx t p.2) (fun t => hS.dx t p.2) p.1 p₀.1
  have h2 : (R (p₀.1, p.2))ᵀ * S (p₀.1, p.2) = (R p₀)ᵀ * S p₀ :=
    overlap_const (c := fun t => b (p₀.1, t)) (S := fun t => R (p₀.1, t))
      (R := fun t => S (p₀.1, t)) (fun t => hR.dy p₀.1 t) (fun t => hS.dy p₀.1 t) p.2 p₀.2
  rw [← h2, ← h1, ← Matrix.mul_assoc, mul_eq_one_comm.1 (hR.rot p).1, Matrix.one_mul]
```

For existence, take the earlier solution \(R=\mathrm{rotation}(c-\theta)\,R_0\) with the constant angle \(c=\theta(p_0)\), which makes \(R(p_0)=R_0\). If \(S(p_0)=R_0\) as well, the constant factor is \(R_0^TR_0=1\) and \(S=R\).

```lean
/-- For a C¹ coupling on the plane with `∂a/∂y = ∂b/∂x` there is exactly one global diabatic
transformation with a prescribed rotation `R₀` at a given point `p₀`. -/
theorem existsUnique_isDiabatic {a b : ℝ × ℝ → ℝ} (ha : ContDiff ℝ 1 a) (hb : ContDiff ℝ 1 b)
    (hcurl : ∀ p, fderiv ℝ a p (0, 1) = fderiv ℝ b p (1, 0)) (p₀ : ℝ × ℝ)
    {R₀ : Matrix (Fin 2) (Fin 2) ℝ} (h₀ : IsRotation R₀) :
    ∃! R : ℝ × ℝ → Matrix (Fin 2) (Fin 2) ℝ, IsDiabatic a b R ∧ R p₀ = R₀ := by
  have hz : rotation 0 = 1 := by simp [rotation, Matrix.one_fin_two]
  obtain ⟨R, hR, hRp⟩ : ∃ R, IsDiabatic a b R ∧ R p₀ = R₀ :=
    ⟨_, isDiabatic_rotation ha hb hcurl (mixingAngle a b p₀) h₀, by simp [hz]⟩
  refine ⟨R, ⟨hR, hRp⟩, fun S hS => funext fun p => ?_⟩
  rw [hR.eq_mul_const hS.1 p₀ p, hRp, hS.2, h₀.1, Matrix.mul_one]
```

## The rotated states have no derivative coupling

Let \(\Psi=\Phi R\), with a prime for the derivative along a line and \(c\) for the coupling at the point considered. Then

\[
\Psi^T\Psi'=R^T(\Phi^T\Phi'R+\Phi^T\Phi R')=R^T(cJR-cJR)=0 .
\]

Taking \(c=a\) along \(x\) and \(c=b\) along \(y\) treats both coordinates. The entries of `Φ` are the coefficients of the states in a finite orthonormal basis that does not move with the nuclei. The Lean proof obtains `Ψ'` from the product rule and then inserts orthonormality and the given coupling.

```lean
/-- Let the columns of `Φ` be two real orthonormal states with derivative coupling `c J` at a point
of a line. If `R' = -c J R` there, the derivative coupling of the states `Φ R` vanishes there. -/
theorem rotated_coupling_eq_zero {n : Type*} [Fintype n] {Φ : ℝ → Matrix n (Fin 2) ℝ}
    {R : ℝ → Matrix (Fin 2) (Fin 2) ℝ} {Φ' Ψ' : Matrix n (Fin 2) ℝ} {c t : ℝ}
    (hΦ : ∀ i j, HasDerivAt (fun s => Φ s i j) (Φ' i j) t)
    (horth : (Φ t)ᵀ * Φ t = 1) (hcoup : (Φ t)ᵀ * Φ' = c • J)
    (hR : ∀ i j, HasDerivAt (fun s => R s i j) (((-c) • (J * R t)) i j) t)
    (hΨ : ∀ i j, HasDerivAt (fun s => (Φ s * R s) i j) (Ψ' i j) t) :
    (Φ t * R t)ᵀ * Ψ' = 0 := by
  -- the product rule for the rotated states
  have e : Ψ' = Φ' * R t + Φ t * ((-c) • (J * R t)) := by
    ext i j
    refine (hΨ i j).unique ?_
    have h0 := ((hΦ i 0).fun_mul (hR 0 j)).fun_add ((hΦ i 1).fun_mul (hR 1 j))
    convert h0 using 1
    · ext s
      simp only [Matrix.mul_apply, Fin.sum_univ_two]
    · rw [Matrix.add_apply, Matrix.mul_apply, Matrix.mul_apply, Fin.sum_univ_two,
        Fin.sum_univ_two]
      ring
  rw [e, Matrix.transpose_mul, Matrix.mul_assoc, Matrix.mul_add,
    ← Matrix.mul_assoc (Φ t)ᵀ Φ', hcoup, ← Matrix.mul_assoc (Φ t)ᵀ (Φ t), horth,
    Matrix.one_mul, Matrix.smul_mul, neg_smul, add_neg_cancel, Matrix.mul_zero]

end

end StrictlyDiabatic
```

```lean
#print axioms StrictlyDiabatic.existsUnique_isDiabatic
#print axioms StrictlyDiabatic.rotated_coupling_eq_zero
```

```
'StrictlyDiabatic.existsUnique_isDiabatic' depends on axioms: [propext, Classical.choice, Quot.sound]
'StrictlyDiabatic.rotated_coupling_eq_zero' depends on axioms: [propext, Classical.choice, Quot.sound]
```

## From couplings to a diabatic potential

In a model with two states and two coordinates that meets these assumptions, one way to obtain \(\theta\) is to integrate \(a\) numerically along the grid row \(y=0\) and then \(b\) along each column. With \(R=\mathrm{rotation}(-\theta)\), the adiabatic energies \(E_0,E_1\) become the potential matrix \(R^T\mathrm{diag}(E_0,E_1)R\), whose off-diagonal element is \(-\tfrac12(E_1-E_0)\sin2\theta\).

A simple example has one active coordinate: \(b=0\) and \(a=1/[2(1+x^2)]\), a model avoided crossing. Then \(\theta=\tfrac12\arctan x\) grows by \(\pi/2\) from one end of the line to the other, and the two states exchange character up to sign.

The theorem assumes that the couplings are C¹ and curl-free on the whole plane. For two states of a real molecule this generally fails: coupling to further states usually spoils the curl condition, and at a conical intersection of the two states their coupling diverges. Strict diabaticity here also concerns only the coupling between the two chosen states.
